# Every space group has a point that each of its operations moves by a lattice vector divided by the order of the point group

A space group is taken here as a group of invertible affine maps of ℝⁿ, in lattice coordinates, whose pure translations are exactly those by vectors of ℤⁿ and whose point group, the group of linear parts, is finite. If the point group has order N, the lemma states that there is a point c such that N(g c − c) lies in ℤⁿ for every operation g of the group. The proof picks one operation for each element of the point group and takes c to be the mean of their translation parts, that is, of the images of the origin. Applying g permutes these images up to lattice vectors, so summing over the point group and reindexing the sum should give the claim.

The failing Lean file:

```lean
import Mathlib

open Finset

namespace ExistsCentre

noncomputable section

/-- Seitz operations `x ↦ R x + t` in lattice coordinates: invertible affine maps of `ℝⁿ`. -/
abbrev SeitzOp (n : ℕ) := (Fin n → ℝ) ≃ᵃ[ℝ] (Fin n → ℝ)

/-- The pure translation `x ↦ v + x`. -/
def shift {n : ℕ} (v : Fin n → ℝ) : SeitzOp n := AffineEquiv.constVAdd ℝ (Fin n → ℝ) v

/-- The lattice `ℤⁿ` of vectors with integer coordinates. -/
def lattice (n : ℕ) : AddSubgroup (Fin n → ℝ) where
  carrier := {v | ∃ z : Fin n → ℤ, ∀ i, v i = z i}
  zero_mem' := ⟨0, by simp⟩
  add_mem' := by
    rintro a b ⟨y, hy⟩ ⟨z, hz⟩
    exact ⟨y + z, fun i => by simp [hy i, hz i]⟩
  neg_mem' := by
    rintro a ⟨y, hy⟩
    exact ⟨-y, fun i => by simp [hy i]⟩

/-- The point group: all linear parts of the operations of `G`. -/
def pointGroup {n : ℕ} (G : Subgroup (SeitzOp n)) :
    Subgroup ((Fin n → ℝ) ≃ₗ[ℝ] (Fin n → ℝ)) := G.map AffineEquiv.linearHom

/-- A space group in lattice coordinates: its translations are exactly `ℤⁿ` and its point group
is finite. -/
structure IsSpaceGroup {n : ℕ} (G : Subgroup (SeitzOp n)) : Prop where
  translations : ∀ v, shift v ∈ G ↔ v ∈ lattice n
  finite : Finite (pointGroup G)

variable {n m : ℕ} {hm : m ≠ 0} {s : Fin n → ℝ} {G : Subgroup (SeitzOp n)}

/-- Every operation is its linear part followed by the translation by the image of the origin. -/
theorem seitz_apply (g : SeitzOp n) (x : Fin n → ℝ) : g x = g.linear x + g 0 := by
  simpa using g.map_vadd 0 x

/-- A space group with point group of order `N` has a point `c` that each operation moves by a
vector of `(1/N) ℤⁿ`. -/
theorem exists_centre (hG : IsSpaceGroup G) :
    ∃ c, ∀ g ∈ G, (Nat.card (pointGroup G) : ℝ) • (g c - c) ∈ lattice n := by
  have := hG.finite
  let _ := Fintype.ofFinite (pointGroup G)
  have hN : (Nat.card (pointGroup G) : ℝ) ≠ 0 := Nat.cast_ne_zero.2 Nat.card_pos.ne'
  have hrep : ∀ Q : pointGroup G, ∃ g : SeitzOp n, g ∈ G ∧ g.linear = Q.1 := fun Q => Q.2
  choose r hrG hrl using hrep
  -- the centre is the mean of the translation parts over the point group
  refine ⟨(Nat.card (pointGroup G) : ℝ)⁻¹ • ∑ Q, r Q 0, fun g hg => ?_⟩
  let R : pointGroup G := ⟨g.linear, g, hg, rfl⟩
  have key : ∀ Q, g (r Q 0) - r (R * Q) 0 ∈ lattice n := fun Q => by
    have e : shift (g (r Q 0) - r (R * Q) 0) * r (R * Q) = g * r Q := by
      refine AffineEquiv.ext fun x => ?_
      change g (r Q 0) - r (R * Q) 0 + r (R * Q) x = g (r Q x)
      have hl : (r (R * Q)).linear x = g.linear ((r Q).linear x) := by
        rw [hrl, hrl]
        rfl
      rw [seitz_apply (r (R * Q)) x, hl, seitz_apply (r Q) x, seitz_apply g (r Q 0),
        seitz_apply g ((r Q).linear x + r Q 0), map_add]
      abel
    exact (hG.translations _).1
      ((G.mul_mem_cancel_right (hrG (R * Q))).1 (e ▸ G.mul_mem hg (hrG Q)))
  have hsum : ∑ Q, (g (r Q 0) - r (R * Q) 0) ∈ lattice n := sum_mem fun Q _ => key Q
  have hre : ∑ Q, r (R * Q) 0 = ∑ Q, r Q 0 :=
    (Equiv.mulLeft R).sum_comp fun Q => r Q 0
  have hg' : ∑ Q, g (r Q 0) =
      g.linear (∑ Q, r Q 0) + (Nat.card (pointGroup G) : ℝ) • g 0 := by
    rw [sum_congr rfl fun Q _ => seitz_apply g (r Q 0), sum_add_distrib, map_sum, sum_const,
      card_univ, ← Nat.card_eq_fintype_card, Nat.cast_smul_eq_nsmul]
  rw [sum_sub_distrib, hre, hg'] at hsum
  rw [seitz_apply g, map_smul, smul_sub, smul_add, smul_inv_smul₀ hN, smul_inv_smul₀ hN]
  exact hsum

end

end ExistsCentre
```

Compiling this gives:

```
Main.lean:68:31: error: Application type mismatch: The argument
  fun Q => (r Q) 0
has type
  ↥(pointGroup G) → Fin n → ℝ
but is expected to have type
  Finset ↥(pointGroup G)
in the application
  Equiv.Perm.sum_comp (Equiv.mulLeft R) fun Q => (r Q) 0
```

What went wrong. The error lies in the reindexing step `hre`, which says that replacing `Q` by `R * Q` leaves the sum over the point group unchanged. `Equiv.mulLeft R` has type `Equiv.Perm (pointGroup G)`, a permutation of the point group, and dot notation looks for a lemma in the namespace of that type first. So `(Equiv.mulLeft R).sum_comp` was read as `Equiv.Perm.sum_comp`, as the message shows. After the permutation, that lemma expects a `Finset` over which to sum, but it was given the function `fun Q => r Q 0`, hence the type mismatch.

The repair writes the name `Equiv.sum_comp` in full. This lemma is about sums over a whole finite type and takes just the equivalence and the function, which is what `hre` needs. The permutation is still accepted, since `Equiv.Perm α` is by definition `α ≃ α`. The new parentheses round the function are mere tidying.

After these edits no error is left:

```diff
@@ -66,5 +66,5 @@
   have hsum : ∑ Q, (g (r Q 0) - r (R * Q) 0) ∈ lattice n := sum_mem fun Q _ => key Q
   have hre : ∑ Q, r (R * Q) 0 = ∑ Q, r Q 0 :=
-    (Equiv.mulLeft R).sum_comp fun Q => r Q 0
+    Equiv.sum_comp (Equiv.mulLeft R) (fun Q => r Q 0)
   have hg' : ∑ Q, g (r Q 0) =
       g.linear (∑ Q, r Q 0) + (Nat.card (pointGroup G) : ℝ) • g 0 := by
```
